# Strictly contractive decouplers across a gap inherit unitary symmetries and fragment separation

In a two-component relativistic calculation, it saves work to compute the decoupling matrix X one symmetry block or one fragment at a time. The results below justify this for unitary symmetries and noninteracting fragments of a finite matrix Hamiltonian when an energy gap separates its upper and lower diagonal blocks and a strictly contractive X exists. Such an X is unique and inherits unitary symmetries that do not mix the upper and lower blocks. If the fragments do not interact, it has no interfragment elements, and its blocks decouple the individual fragments.

In an orthonormal basis, let the upper block be A, the lower block D and the coupling B, so that

H = [[A, B], [B†, D]].

The index types `n` and `m` label upper and lower basis functions.

```lean
import Mathlib

open Matrix
open scoped ComplexOrder

namespace DecouplingSymmetry

variable {m n l F : Type*} [Fintype m] [Fintype n] [Fintype l]
  [DecidableEq m] [DecidableEq n] [DecidableEq F]
```

States (u, Xu) form an invariant subspace of H when

B† + DX = X(A + BX).

We also require 1 − X†X to be positive definite: the lower component is then strictly smaller in norm than the upper one. `IsDecoupler` collects both conditions. The existence of such an X is assumed, not derived.

```lean
/-- `X` decouples the Hamiltonian with diagonal blocks `A`, `D` and coupling `B`: it solves the
Riccati equation and is a strict contraction. -/
structure IsDecoupler (A : Matrix n n ℂ) (B : Matrix n m ℂ) (D : Matrix m m ℂ)
    (X : Matrix m n ℂ) : Prop where
  riccati : Bᴴ + D * X = X * (A + B * X)
  contractive : (1 - Xᴴ * X).PosDef
```

## One decoupler across the gap

X† is a strict contraction too. With K = 1 − XX†,

w†Kw = (Kw)†(Kw) + (X†w)†(1 − X†X)(X†w).

For w ≠ 0, the last term is positive if X†w ≠ 0; otherwise w†Kw = w†w > 0. The proof splits into the same two cases.

```lean
/-- The adjoint of a strict contraction is a strict contraction. -/
theorem contraction_adjoint {X : Matrix m n ℂ} (h : (1 - Xᴴ * X).PosDef) :
    (1 - X * Xᴴ).PosDef := by
  have hH : (1 - X * Xᴴ).IsHermitian := by
    simp [Matrix.IsHermitian, conjTranspose_sub, conjTranspose_mul]
  rw [posDef_iff_dotProduct_mulVec]
  refine ⟨hH, fun w hw => ?_⟩
  have key : star w ⬝ᵥ (1 - X * Xᴴ) *ᵥ w =
      star ((1 - X * Xᴴ) *ᵥ w) ⬝ᵥ ((1 - X * Xᴴ) *ᵥ w) +
      star (Xᴴ *ᵥ w) ⬝ᵥ (1 - Xᴴ * X) *ᵥ (Xᴴ *ᵥ w) := by
    rw [star_mulVec, star_mulVec, ← dotProduct_mulVec, ← dotProduct_mulVec, hH.eq,
      conjTranspose_conjTranspose]
    simp only [mulVec_mulVec, ← dotProduct_add, ← add_mulVec]
    refine congrArg (fun K => star w ⬝ᵥ K *ᵥ w) ?_
    simp only [Matrix.mul_sub, Matrix.sub_mul, Matrix.mul_one, Matrix.one_mul, Matrix.mul_assoc]
    abel
  by_cases q : Xᴴ *ᵥ w = 0
  · rw [sub_mulVec, one_mulVec, ← mulVec_mulVec, q, mulVec_zero, sub_zero]
    simpa using (Matrix.PosDef.one (n := m) (R := ℂ)).dotProduct_mulVec_pos hw
  · rw [key]
    exact add_pos_of_nonneg_of_pos (dotProduct_star_self_nonneg _) (h.dotProduct_mulVec_pos q)
```

Let a real energy d lie in the gap between the diagonal blocks: A − d and d − D are positive definite, which in Lean includes Hermiticity. This is stronger than a gap in the spectrum of H: near a heavy nucleus, very tight basis functions can push the lowest eigenvalue of A below the highest eigenvalue of D, and the theorems then do not apply. If (A + BX)u = Eu with u ≠ 0, put v = Xu. Then

u†Au + Re(u†Bv) = Re(E) u†u
v†Dv + Re(v†B†u) = Re(E) v†v.

The coupling terms are equal, so subtraction gives

Re(E)(u†u − v†v) = u†Au − v†Dv > d(u†u − v†v).

Contractivity makes the bracket positive, hence Re(E) > d. `nlinarith` performs this last comparison.

```lean
/-- If `d` separates the diagonal blocks, every eigenvalue of the decoupled upper Hamiltonian `A + B
X` has real part above `d`. -/
theorem decoupled_energy_gt {A : Matrix n n ℂ} {B : Matrix n m ℂ} {D : Matrix m m ℂ}
    {X : Matrix m n ℂ} {d : ℝ} (hA : (A - (d : ℂ) • (1 : Matrix n n ℂ)).PosDef)
    (hD : ((d : ℂ) • (1 : Matrix m m ℂ) - D).PosDef) (hX : IsDecoupler A B D X)
    {u : n → ℂ} (hu : u ≠ 0) {E : ℂ} (h : (A + B * X) *ᵥ u = E • u) : d < E.re := by
  have h1 : A *ᵥ u + B *ᵥ (X *ᵥ u) = E • u := by
    rw [mulVec_mulVec, ← add_mulVec, h]
  have h2 : Bᴴ *ᵥ u + D *ᵥ (X *ᵥ u) = E • (X *ᵥ u) := by
    rw [mulVec_mulVec, ← add_mulVec, hX.riccati, ← mulVec_mulVec, h, mulVec_smul]
  have n1 := (Complex.le_def.1 (dotProduct_star_self_nonneg u)).2
  have n2 := (Complex.le_def.1 (dotProduct_star_self_nonneg (X *ᵥ u))).2
  have e1 := congrArg (fun v => (star u ⬝ᵥ v).re) h1
  have e2 := congrArg (fun v => (star (X *ᵥ u) ⬝ᵥ v).re) h2
  simp only [dotProduct_add, dotProduct_smul, smul_eq_mul, Complex.add_re, Complex.mul_re,
    ← n1, ← n2, Complex.zero_im, mul_zero, sub_zero] at e1 e2
  -- the two coupling terms are complex conjugates
  have c : (star (X *ᵥ u) ⬝ᵥ Bᴴ *ᵥ u).re = (star u ⬝ᵥ B *ᵥ (X *ᵥ u)).re := by
    have c' : star (B *ᵥ (X *ᵥ u)) ⬝ᵥ u = star (star u ⬝ᵥ B *ᵥ (X *ᵥ u)) :=
      Matrix.star_dotProduct ..
    rw [dotProduct_mulVec, ← star_mulVec, c']
    rfl
  have pA := (Complex.lt_def.1 (hA.dotProduct_mulVec_pos hu)).1
  have pD := (Complex.le_def.1 (hD.posSemidef.dotProduct_mulVec_nonneg (X *ᵥ u))).1
  have pX := (Complex.lt_def.1 (hX.contractive.dotProduct_mulVec_pos hu)).1
  have k : star u ⬝ᵥ (Xᴴ * X) *ᵥ u = star (X *ᵥ u) ⬝ᵥ (X *ᵥ u) := by
    rw [← mulVec_mulVec, dotProduct_mulVec, ← star_mulVec]
  simp only [sub_mulVec, smul_mulVec, one_mulVec, dotProduct_sub, dotProduct_smul, smul_eq_mul,
    Complex.sub_re, Complex.re_ofReal_mul, Complex.zero_re, k] at pA pD pX
  by_contra hE
  nlinarith [mul_nonneg (sub_nonneg.2 (not_lt.1 hE)) pX.le]
```

Suppose ZM = NZ with Z ≠ 0. The solutions of this equation, zero included, form a nonzero vector space that the map Z ↦ ZM preserves, so the map has an eigenvector V ≠ 0 there:

VM = cV = NV.

A nonzero row of V is a left eigenvector of M, and a nonzero column is a right eigenvector of N. Thus c is an eigenvalue of both; vanishing determinants supply the eigenvectors of M and N† used next.

```lean
/-- A nonzero intertwiner `Z M = N Z` forces `M` and `N` to share an eigenvalue, expressed here
by eigenvectors of `M` and of the adjoint of `N`. -/
theorem common_eigenvalue {M : Matrix n n ℂ} {N : Matrix m m ℂ} {Z : Matrix m n ℂ}
    (hZ : Z ≠ 0) (h : Z * M = N * Z) : ∃ (c : ℂ) (u : n → ℂ) (w : m → ℂ),
      u ≠ 0 ∧ w ≠ 0 ∧ M *ᵥ u = c • u ∧ Nᴴ *ᵥ w = star c • w := by
  -- right multiplication by M acts on the space of intertwiners
  let W : Submodule ℂ (Matrix m n ℂ) :=
    { carrier := {Z | Z * M = N * Z}
      add_mem' := fun {a b} ha hb => by
        simp only [Set.mem_ofPred_eq] at *
        rw [Matrix.add_mul, Matrix.mul_add, ha, hb]
      zero_mem' := by simp
      smul_mem' := fun c a ha => by
        simp only [Set.mem_ofPred_eq] at *
        rw [Matrix.smul_mul, Matrix.mul_smul, ha] }
  let f : W →ₗ[ℂ] W :=
    { toFun := fun Z => ⟨Z.1 * M, by
        show Z.1 * M * M = N * (Z.1 * M)
        rw [← Matrix.mul_assoc, ← (show Z.1 * M = N * Z.1 from Z.2)]⟩
      map_add' := fun a b => Subtype.ext (Matrix.add_mul _ _ _)
      map_smul' := fun c a => Subtype.ext (Matrix.smul_mul _ _ _) }
  have : Nontrivial W := ⟨⟨Z, h⟩, 0, fun e => hZ (congrArg Subtype.val e)⟩
  obtain ⟨c, hc⟩ := Module.End.exists_eigenvalue f
  obtain ⟨V, hV⟩ := hc.exists_hasEigenvector
  have e : V.1 * M = c • V.1 := congrArg Subtype.val hV.apply_eq_smul
  have e' : N * V.1 = c • V.1 := (show V.1 * M = N * V.1 from V.2).symm.trans e
  obtain ⟨i, j, hij⟩ : ∃ i j, V.1 i j ≠ 0 := by
    by_contra hn
    push Not at hn
    exact hV.2 (Subtype.ext (Matrix.ext hn))
  have dM : (M - c • (1 : Matrix n n ℂ)).det = 0 := by
    refine exists_vecMul_eq_zero_iff.1 ⟨V.1 i, fun z => hij (congrFun z j), ?_⟩
    rw [vecMul_sub, vecMul_smul, vecMul_one, sub_eq_zero]
    exact congrFun e i
  have dN : (N - c • (1 : Matrix m m ℂ)).det = 0 := by
    refine exists_mulVec_eq_zero_iff.1 ⟨fun k => V.1 k j, fun z => hij (congrFun z i), ?_⟩
    rw [sub_mulVec, smul_mulVec, one_mulVec, sub_eq_zero]
    exact funext fun k => congrFun (congrFun e' k) j
  obtain ⟨u, hu, hu'⟩ := exists_mulVec_eq_zero_iff.2 dM
  obtain ⟨w, hw, hw'⟩ := exists_vecMul_eq_zero_iff.2 dN
  rw [sub_mulVec, smul_mulVec, one_mulVec, sub_eq_zero] at hu'
  rw [vecMul_sub, vecMul_smul, vecMul_one, sub_eq_zero] at hw'
  exact ⟨c, u, star w, hu, star_ne_zero.2 hw, hu', by rw [← star_vecMul, hw', star_smul]⟩
```

For two decouplers X and Y, substituting B† = Y(A + BY) − DY gives

(X − Y)(A + BX) = (D − YB)(X − Y).

If X ≠ Y, the two effective matrices share an eigenvalue c, and Re(c) > d. The adjoint of Y's equation and the contractivity of Y† show that −Y† is a decoupler for the blocks −D, −A, the coupling −B† and the gap energy −d. Its effective Hamiltonian is −(D − YB)†, with eigenvalue −c*, so −Re(c) > −d, a contradiction.

```lean
/-- If `d` separates the diagonal blocks, there is at most one decoupler. -/
theorem decoupler_unique {A : Matrix n n ℂ} {B : Matrix n m ℂ} {D : Matrix m m ℂ}
    {X Y : Matrix m n ℂ} {d : ℝ} (hA : (A - (d : ℂ) • (1 : Matrix n n ℂ)).PosDef)
    (hD : ((d : ℂ) • (1 : Matrix m m ℂ) - D).PosDef)
    (hX : IsDecoupler A B D X) (hY : IsDecoupler A B D Y) : X = Y := by
  have hAh : Aᴴ = A := by simpa using hA.isHermitian.eq
  have hDh : Dᴴ = D := by simpa using hD.isHermitian.eq
  -- exchanging the two blocks and the sign of the energy gives another decoupling problem
  have hY' : IsDecoupler (-D) (-Bᴴ) (-A) (-Yᴴ) := by
    refine ⟨?_, by simpa using contraction_adjoint hY.contractive⟩
    have r := congrArg conjTranspose hY.riccati
    simp only [conjTranspose_add, conjTranspose_mul, conjTranspose_conjTranspose, hAh, hDh,
      Matrix.add_mul, Matrix.mul_assoc] at r
    have s : A * Yᴴ = B + Yᴴ * D - Yᴴ * (Bᴴ * Yᴴ) := by rw [r]; abel
    simp only [conjTranspose_neg, conjTranspose_conjTranspose, Matrix.neg_mul, Matrix.mul_neg,
      neg_neg, Matrix.mul_add, s]
    abel
  by_contra hne
  have syl : (X - Y) * (A + B * X) = (D - Y * B) * (X - Y) := by
    have s : Bᴴ = Y * (A + B * Y) - D * Y := eq_sub_of_add_eq hY.riccati
    rw [Matrix.sub_mul, ← hX.riccati, s]
    simp only [Matrix.mul_add, Matrix.sub_mul, Matrix.mul_sub, Matrix.mul_assoc]
    abel
  obtain ⟨c, u, w, hu, hw, hMu, hNw⟩ := common_eigenvalue (sub_ne_zero.2 hne) syl
  have up := decoupled_energy_gt hA hD hX hu hMu
  have low : -d < (-(star c)).re := by
    refine decoupled_energy_gt (d := -d) ?_ ?_ hY' hw ?_
    · convert hD using 1
      push_cast
      module
    · convert hA using 1
      push_cast
      module
    · have t : -D + -Bᴴ * -Yᴴ = -(D - Y * B)ᴴ := by
        simp only [conjTranspose_sub, conjTranspose_mul, hDh, Matrix.neg_mul, Matrix.mul_neg,
          neg_neg]
        abel
      rw [t, neg_mulVec, hNw, neg_smul]
  have : (-(star c)).re = -c.re := by simp
  linarith
```

## Symmetry passes to X

Let unitaries g, h satisfy gA = Ag, hD = Dh and gB = Bh. Then hB†g† = B†, Ag† = g†A and g†Bh = B. For X′ = hXg†,

B† + DX′ = h(B† + DX)g† = hX(A + BX)g† = X′(A + BX′)
1 − X′†X′ = g(1 − X†X)g†.

So X′ is a decoupler. Uniqueness gives hXg† = X, that is, hX = Xg.

```lean
/-- If `d` separates the diagonal blocks, unitary symmetries `g`, `h` of the blocks and of their
coupling are inherited by the decoupler: `h X = X g`. -/
theorem decoupler_symmetry {A : Matrix n n ℂ} {B : Matrix n m ℂ} {D : Matrix m m ℂ}
    {X : Matrix m n ℂ} {d : ℝ} (hA : (A - (d : ℂ) • (1 : Matrix n n ℂ)).PosDef)
    (hD : ((d : ℂ) • (1 : Matrix m m ℂ) - D).PosDef) (hX : IsDecoupler A B D X)
    {g : Matrix n n ℂ} {h : Matrix m m ℂ} (hg : g ∈ unitaryGroup n ℂ)
    (hh : h ∈ unitaryGroup m ℂ) (gA : g * A = A * g) (hD' : h * D = D * h)
    (gB : g * B = B * h) : h * X = X * g := by
  have g1 : gᴴ * g = 1 := mem_unitaryGroup_iff'.1 hg
  have g2 : g * gᴴ = 1 := mem_unitaryGroup_iff.1 hg
  have h1 : hᴴ * h = 1 := mem_unitaryGroup_iff'.1 hh
  have h2 : h * hᴴ = 1 := mem_unitaryGroup_iff.1 hh
  have s1 : h * (Bᴴ * gᴴ) = Bᴴ := by
    rw [← conjTranspose_mul, gB, conjTranspose_mul, ← Matrix.mul_assoc, h2, Matrix.one_mul]
  have s2 : A * gᴴ = gᴴ * A := by
    calc A * gᴴ = gᴴ * g * A * gᴴ := by rw [g1, Matrix.one_mul]
      _ = gᴴ * (g * A) * gᴴ := by simp only [Matrix.mul_assoc]
      _ = gᴴ * A * (g * gᴴ) := by rw [gA]; simp only [Matrix.mul_assoc]
      _ = gᴴ * A := by rw [g2, Matrix.mul_one]
  have s3 : gᴴ * (B * h) = B := by rw [← gB, ← Matrix.mul_assoc, g1, Matrix.one_mul]
  -- the transformed matrix is again a decoupler
  have hY : IsDecoupler A B D (h * X * gᴴ) := by
    constructor
    · have t : gᴴ * (B * (h * X * gᴴ)) = B * X * gᴴ := by
        calc _ = gᴴ * (B * h) * X * gᴴ := by simp only [Matrix.mul_assoc]
          _ = _ := by rw [s3]
      have t' : (A + B * X) * gᴴ = gᴴ * (A + B * (h * X * gᴴ)) := by
        rw [Matrix.add_mul, Matrix.mul_add, t, s2]
      calc Bᴴ + D * (h * X * gᴴ) = h * ((Bᴴ + D * X) * gᴴ) := by
            rw [Matrix.add_mul, Matrix.mul_add, s1]
            simp only [← Matrix.mul_assoc, hD']
        _ = h * (X * ((A + B * X) * gᴴ)) := by rw [hX.riccati, Matrix.mul_assoc X]
        _ = _ := by rw [t']; simp only [Matrix.mul_assoc]
    · have inj : Function.Injective (gᴴ).mulVec := fun x y e => by
        have e' := congrArg (fun v => g *ᵥ v) e
        simpa [mulVec_mulVec, g2] using e'
      have t : (h * X * gᴴ)ᴴ * (h * X * gᴴ) = g * (Xᴴ * X) * gᴴ := by
        calc _ = g * Xᴴ * (hᴴ * h) * X * gᴴ := by
              simp only [conjTranspose_mul, conjTranspose_conjTranspose, Matrix.mul_assoc]
          _ = _ := by rw [h1, Matrix.mul_one]; simp only [Matrix.mul_assoc]
      have p := hX.contractive.conjTranspose_mul_mul_same inj
      rwa [conjTranspose_conjTranspose, Matrix.mul_sub, Matrix.sub_mul, Matrix.mul_one, g2,
        ← t] at p
  calc h * X = h * X * gᴴ * g := by rw [Matrix.mul_assoc (h * X), g1, Matrix.mul_one]
    _ = X * g := by rw [decoupler_unique hA hD hY hX]
```

## Fragments separate

Each basis function carries a fragment label, and a noninteracting matrix vanishes between different labels.

```lean
/-- `K` has no matrix elements between different fragments, labelled by `r` and `c`. -/
def Noninteracting (r : m → F) (c : n → F) (K : Matrix m n ℂ) : Prop :=
  ∀ i j, r i ≠ c j → K i j = 0
```

`fragment` extracts the block belonging to one label.

```lean
/-- The block of `K` that belongs to fragment `f`. -/
def fragment (r : m → F) (c : n → F) (f : F) (K : Matrix m n ℂ) :
    Matrix {i // r i = f} {j // c j = f} ℂ := K.submatrix Subtype.val Subtype.val
```

Reversing the sign of every basis function on one fragment is a unitary operation.

```lean
/-- The sign flip of all basis functions on fragment `f`. -/
def flip (r : n → F) (f : F) : Matrix n n ℂ := diagonal fun i => if r i = f then -1 else 1

/-- The sign flip of a fragment is unitary. -/
theorem flip_unitary (r : n → F) (f : F) : flip r f ∈ unitaryGroup n ℂ := by
  rw [mem_unitaryGroup_iff, star_eq_conjTranspose, flip, diagonal_conjTranspose,
    diagonal_mul_diagonal, ← diagonal_one]
  congr 1
  funext i
  by_cases h : r i = f <;> simp [h]
```

It commutes through a noninteracting matrix, whose nonzero elements have equal signs on both sides.

```lean
/-- Sign flips of a fragment commute through a noninteracting matrix. -/
theorem flip_comm {r : m → F} {c : n → F} {K : Matrix m n ℂ} (hK : Noninteracting r c K)
    (f : F) : flip r f * K = K * flip c f := by
  ext i j
  rw [flip, flip, diagonal_mul, mul_diagonal]
  by_cases h : r i = c j
  · rw [h, mul_comm]
  · rw [hK i j h, mul_zero, zero_mul]
```

In a product whose first factor is noninteracting, the intermediate sum stays within one fragment, so blocks multiply separately.

```lean
omit [Fintype m] [Fintype n] [DecidableEq m] [DecidableEq n] in
/-- The fragment block of a product is the product of fragment blocks if the first factor is
noninteracting. -/
theorem fragment_mul {r : m → F} {s : l → F} {c : n → F} {P : Matrix m l ℂ}
    (hP : Noninteracting r s P) (Q : Matrix l n ℂ) (f : F) :
    fragment r c f (P * Q) = fragment r s f P * fragment s c f Q := by
  ext i j
  simp only [fragment, submatrix_apply, Matrix.mul_apply]
  symm
  refine Fintype.sum_of_injective Subtype.val Subtype.val_injective _ _ (fun k hk => ?_)
    (fun _ => rfl)
  rw [hP i k (fun e => hk ⟨⟨k, e.symm.trans i.2⟩, rfl⟩), zero_mul]
```

Let `a` and `b` label upper and lower functions. If b(i) ≠ a(j), flipping fragment a(j) gives

Xᵢⱼ = −Xᵢⱼ,

hence Xᵢⱼ = 0. Restricting the decoupling equation to a fragment gives that fragment's equation, and a principal block of 1 − X†X remains positive definite. Coupled fragments are not covered.

```lean
/-- If `d` separates the diagonal blocks and the fragments do not interact, the decoupler has no
interfragment elements, and each of its fragment blocks is a decoupler of that fragment. -/
theorem fragments_decouple {A : Matrix n n ℂ} {B : Matrix n m ℂ} {D : Matrix m m ℂ}
    {X : Matrix m n ℂ} {d : ℝ} (hA : (A - (d : ℂ) • (1 : Matrix n n ℂ)).PosDef)
    (hD : ((d : ℂ) • (1 : Matrix m m ℂ) - D).PosDef) (hX : IsDecoupler A B D X)
    {a : n → F} {b : m → F} (nA : Noninteracting a a A) (nB : Noninteracting a b B)
    (nD : Noninteracting b b D) :
    Noninteracting b a X ∧ ∀ f, IsDecoupler (fragment a a f A) (fragment a b f B)
      (fragment b b f D) (fragment b a f X) := by
  have nX : Noninteracting b a X := fun i j hij => by
    have e := congrFun (congrFun (decoupler_symmetry hA hD hX (flip_unitary a (a j))
      (flip_unitary b (a j)) (flip_comm nA _) (flip_comm nD _) (flip_comm nB _)) i) j
    simp only [flip, diagonal_mul, mul_diagonal, if_neg hij, ↓reduceIte] at e
    linear_combination e / 2
  refine ⟨nX, fun f => ⟨?_, ?_⟩⟩
  · have e := congrArg (fragment b a f) hX.riccati
    rw [fragment_mul nX] at e
    calc _ = fragment b a f (Bᴴ + D * X) := by
          rw [← fragment_mul nD]; rfl
      _ = _ := e
      _ = _ := by rw [← fragment_mul nB]; rfl
  · have nX' : Noninteracting a b Xᴴ := fun i j hij => by
      rw [conjTranspose_apply, nX j i (Ne.symm hij), star_zero]
    have p := hX.contractive.submatrix
      (Subtype.val_injective : Function.Injective (Subtype.val : {i // a i = f} → n))
    convert p using 1
    have e : (fragment b a f X)ᴴ * fragment b a f X = fragment a a f (Xᴴ * X) :=
      (fragment_mul nX' X f).symm
    rw [e]
    ext i j
    simp [fragment, Matrix.one_apply, Subtype.ext_iff]
```

## A free-Dirac example and a noncontractive solution

Mass 3 and momentum 4 along z, in units where the speed of light is 1, give A = 3, D = −3 and B = 4σz. Then X = σz/2 satisfies the equation, since both sides equal (5/2)σz, and 1 − X†X = 3/4.

```lean
/-- A positive multiple of the two-dimensional identity is positive definite. -/
theorem posDef_scalar {r : ℝ} (hr : 0 < r) :
    ((r : ℂ) • (1 : Matrix (Fin 2) (Fin 2) ℂ)).PosDef := by
  rw [smul_one_eq_diagonal]
  exact Matrix.PosDef.diagonal fun _ => by exact_mod_cast hr

/-- The Pauli matrix along the z axis. -/
def σz : Matrix (Fin 2) (Fin 2) ℂ := !![1, 0; 0, -1]

/-- With `A = 3`, `D = -3`, `B = 4 σz` and `d = 0`, the matrix `σz / 2` is a decoupler, and
`g = h = σz` is a unitary symmetry. -/
theorem decoupler_symmetry_witness :
    ((3 : ℂ) • (1 : Matrix (Fin 2) (Fin 2) ℂ) - ((0 : ℝ) : ℂ) • 1).PosDef ∧
    (((0 : ℝ) : ℂ) • (1 : Matrix (Fin 2) (Fin 2) ℂ) - (-3 : ℂ) • 1).PosDef ∧
    IsDecoupler ((3 : ℂ) • 1) ((4 : ℂ) • σz) ((-3 : ℂ) • 1) ((1 / 2 : ℂ) • σz) ∧
    σz ∈ unitaryGroup (Fin 2) ℂ ∧ σz * ((3 : ℂ) • 1) = ((3 : ℂ) • 1) * σz ∧
    σz * ((-3 : ℂ) • 1) = ((-3 : ℂ) • 1) * σz ∧
    σz * ((4 : ℂ) • σz) = ((4 : ℂ) • σz) * σz := by
  refine ⟨?_, ?_, ⟨?_, ?_⟩, ?_, by simp, by simp, by simp⟩
  · convert posDef_scalar (r := 3) (by norm_num) using 1
    simp
  · convert posDef_scalar (r := 3) (by norm_num) using 1
    simp
  · ext i j
    fin_cases i <;> fin_cases j <;> norm_num [σz, Matrix.mul_apply, Fin.sum_univ_two]
  · have c2 : (starRingEnd ℂ) 2 = 2 := Complex.ext (by simp) (by simp)
    convert posDef_scalar (r := 3 / 4) (by norm_num) using 1
    ext i j
    fin_cases i <;> fin_cases j <;> norm_num [σz, Matrix.mul_apply, Fin.sum_univ_two, c2]
  · rw [mem_unitaryGroup_iff, star_eq_conjTranspose]
    ext i j
    fin_cases i <;> fin_cases j <;> simp [σz, Matrix.mul_apply, Fin.sum_univ_two]
```

Without contractivity the symmetry can fail. For B = 4, the matrix X = diag(1/2, −2) also solves the equation, with both sides equal to diag(5/2, 10). Exchanging the two basis states within each block commutes with A, B and D, but not with X.

```lean
/-- For `A = 3`, `D = -3`, `B = 4` the Riccati equation also has a solution that does not commute
with the unitary exchange of the two basis states. -/
theorem riccati_alone_breaks_symmetry :
    let X : Matrix (Fin 2) (Fin 2) ℂ := !![1 / 2, 0; 0, -2]
    let g : Matrix (Fin 2) (Fin 2) ℂ := !![0, 1; 1, 0]
    ((4 : ℂ) • (1 : Matrix (Fin 2) (Fin 2) ℂ))ᴴ + ((-3 : ℂ) • 1) * X =
      X * ((3 : ℂ) • 1 + ((4 : ℂ) • 1) * X) ∧
    g ∈ unitaryGroup (Fin 2) ℂ ∧ g * X ≠ X * g := by
  intro X g
  refine ⟨?_, ?_, fun e => ?_⟩
  · ext i j
    fin_cases i <;> fin_cases j <;> norm_num [X, Matrix.mul_apply, Fin.sum_univ_two]
  · rw [mem_unitaryGroup_iff, star_eq_conjTranspose]
    ext i j
    fin_cases i <;> fin_cases j <;> simp [g, Matrix.mul_apply, Fin.sum_univ_two]
  · have e' := congrFun (congrFun e 0) 1
    norm_num [X, g, Matrix.mul_apply, Fin.sum_univ_two] at e'

end DecouplingSymmetry
```

```lean
#print axioms DecouplingSymmetry.decoupler_symmetry
-- 'DecouplingSymmetry.decoupler_symmetry' depends on axioms: [propext, Classical.choice, Quot.sound]
#print axioms DecouplingSymmetry.fragments_decouple
-- 'DecouplingSymmetry.fragments_decouple' depends on axioms: [propext, Classical.choice, Quot.sound]
#print axioms DecouplingSymmetry.riccati_alone_breaks_symmetry
-- 'DecouplingSymmetry.riccati_alone_breaks_symmetry' depends on axioms: [propext, Classical.choice, Quot.sound]
```
